# Time reversal in nonzero finite dimension: if T² is a number, it is 1 or −1, and −1 requires even dimension

Let $U$ be a $d\times d$ unitary matrix, $d>0$, with $U\bar U=c\,1$ for some complex number $c$, where $\bar U$ is the entrywise complex conjugate. Then either $c=1$ and $U$ is symmetric, or $c=-1$, $U$ is antisymmetric and $d$ is even.

The physical question is what happens to a quantum state when time is reversed twice. Every physical state must come back, so its state vector can change only by a phase. For a fixed number of electrons, superpositions of states are again states, and this makes the phase a common number $c$. The result says that this phase is a sign. The negative sign underlies the Kramers pairs of systems with an odd number of electrons, described here in a finite orthonormal basis.

## Time reversal as a matrix and a complex conjugation

```lean
import Mathlib

open Matrix

namespace WignerTimeReversal

variable {n : Type*} [Fintype n]
```

In Lean, `n` is the finite set of labels of the basis states, not the dimension. The dimension $d$ is the number of its elements, written `Fintype.card n`.

```lean
/-- Time reversal `T = U K`: complex conjugation of the state followed by the matrix `U`. -/
def timeReversal (U : Matrix n n ℂ) (ψ : n → ℂ) : n → ℂ := U *ᵥ star ψ
```

A state `ψ : n → ℂ` assigns an amplitude to each label and need not be normalised. `star ψ` conjugates the amplitudes, and `*ᵥ` multiplies a matrix by a vector:

$$(T\psi)_i=\sum_j U_{ij}\,\psi_j^* .$$

The definition accepts any matrix $U$; unitarity is stated as a hypothesis in those later theorems that use it. That the time reversal of a real system has this antiunitary form on a finite-dimensional space is taken from physics. It rests on Wigner's theorem about symmetries, which is a different statement from the dichotomy proved below.

```lean
/-- Reversing time twice acts on a state as the linear operator `U conj(U)`. -/
theorem timeReversal_twice (U : Matrix n n ℂ) (ψ : n → ℂ) :
    timeReversal U (timeReversal U ψ) = (U * U.map star) *ᵥ ψ := by
  -- conjugating the vector `U ψ*` conjugates the entries of `U`
  have h : star (U *ᵥ star ψ) = U.map star *ᵥ ψ := by
    ext i
    simp only [Pi.star_apply, mulVec, dotProduct, star_sum, star_mul', star_star,
      Matrix.map_apply]
  unfold timeReversal
  rw [h, mulVec_mulVec]
```

This says $T^2\psi=U\bar U\psi$. By hand, conjugating $U\psi^*$ gives

$$\Big(\sum_j U_{ij}\psi_j^*\Big)^*=\sum_j \bar U_{ij}\psi_j ,$$

and a second multiplication by $U$ finishes the calculation. The step `h` is the displayed equation, and `mulVec_mulVec` joins the two matrices into a product. Note that `U.map star` is $\bar U$, whereas `star U` would be the adjoint $U^\dagger$.

```lean
variable [DecidableEq n]

/-- Time reversal squares to the number `c` on all states exactly when `U conj(U) = c 1`. -/
theorem timeReversal_sq_iff (U : Matrix n n ℂ) (c : ℂ) :
    (∀ ψ, timeReversal U (timeReversal U ψ) = c • ψ) ↔
      U * U.map star = c • (1 : Matrix n n ℂ) := by
  constructor
  · intro h
    apply Matrix.toLin'.injective
    apply LinearMap.ext
    intro ψ
    rw [toLin'_apply, toLin'_apply, ← timeReversal_twice, h, smul_mulVec, one_mulVec]
  · intro h ψ
    rw [timeReversal_twice, h, smul_mulVec, one_mulVec]
```

The physical condition $T^2\psi=c\,\psi$ for all $\psi$ is equivalent to the matrix condition $U\bar U=c\,1$. If the first holds, $U\bar U$ and $c\,1$ act identically on every vector, so they are the same matrix; this is what `Matrix.toLin'.injective` supplies. The converse is substitution. The symbol `•` is multiplication by a number.

The phase $c$ has to be common to all states. In a space that mixes even and odd numbers of electrons it is not, and the result then applies to each electron number separately.

## From the phase to the symmetry of U

```lean
/-- For a unitary matrix `U`, the condition `U conj(U) = c 1` is the same as `U = c Uᵀ`. -/
theorem mul_conj_eq_iff {U : Matrix n n ℂ} (hU : U ∈ unitaryGroup n ℂ) (c : ℂ) :
    U * U.map star = c • (1 : Matrix n n ℂ) ↔ U = c • Uᵀ := by
  -- the transpose of `U U† = 1`
  have h1 : U.map star * Uᵀ = 1 := by
    have h2 := congrArg transpose (mem_unitaryGroup_iff.mp hU)
    rw [transpose_mul, transpose_one] at h2
    exact h2
  constructor
  · intro h
    calc U = U * (U.map star * Uᵀ) := by rw [h1, Matrix.mul_one]
      _ = c • Uᵀ := by rw [← Matrix.mul_assoc, h, Matrix.smul_mul, Matrix.one_mul]
  · intro h
    calc U * U.map star = (c • Uᵀ) * U.map star := by rw [← h]
      _ = c • (1 : Matrix n n ℂ) := by rw [Matrix.smul_mul, mul_eq_one_comm.mp h1]
```

For unitary $U$, the condition $U\bar U=c\,1$ is the same as $U=c\,U^T$. Transposing $UU^\dagger=1$ gives $\bar U U^T=1$, which is `h1`. If $U\bar U=c\,1$, then

$$U=U(\bar U U^T)=(U\bar U)U^T=c\,U^T .$$

Conversely, if $U=c\,U^T$, then $U\bar U=c\,U^T\bar U=c\,1$. The last equality uses the product in the other order, $U^T\bar U=1$, which holds because a one-sided inverse of a square matrix is two-sided (`mul_eq_one_comm`). The two `calc` blocks are these two computations.

```lean
/-- An antisymmetric complex matrix with nonzero determinant has even dimension. -/
theorem even_card_of_antisymmetric {U : Matrix n n ℂ} (hdet : U.det ≠ 0)
    (ht : Uᵀ = -U) : Even (Fintype.card n) := by
  by_contra ho
  have hodd := Nat.not_even_iff_odd.mp ho
  -- in odd dimension the determinant would equal its own negative
  have h := det_transpose U
  rw [ht, det_neg, hodd.neg_one_pow] at h
  exact hdet (by linear_combination (-1 / 2) * h)
```

If $U^T=-U$, then

$$\det U=\det U^T=\det(-U)=(-1)^d\det U .$$

For odd $d$ this reads $\det U=-\det U$, so $\det U=0$, against the hypothesis `hdet`. The Lean proof assumes that $d$ is not even and reaches this contradiction; `linear_combination` does the final arithmetic.

## The two cases

```lean
/-- Wigner dichotomy: if `U` is unitary of nonzero dimension and `U conj(U) = c 1`, then either
`c = 1` and `U` is symmetric, or `c = -1`, `U` is antisymmetric and the dimension is even. -/
theorem wigner_dichotomy [Nonempty n] {U : Matrix n n ℂ} (hU : U ∈ unitaryGroup n ℂ)
    {c : ℂ} (h : U * U.map star = c • (1 : Matrix n n ℂ)) :
    (c = 1 ∧ Uᵀ = U) ∨ (c = -1 ∧ Uᵀ = -U ∧ Even (Fintype.card n)) := by
  have h1 : U = c • Uᵀ := (mul_conj_eq_iff hU c).mp h
  have h2 : Uᵀ = c • U := by
    have h3 := congrArg transpose h1
    rwa [transpose_smul, transpose_transpose] at h3
  have hne : U ≠ 0 := by
    intro h0
    have h3 := mem_unitaryGroup_iff.mp hU
    rw [h0, zero_mul] at h3
    exact zero_ne_one h3
  have hdet : U.det ≠ 0 := by
    intro h0
    have h3 := congrArg det (mem_unitaryGroup_iff.mp hU)
    rw [det_mul, h0, zero_mul, det_one] at h3
    exact zero_ne_one h3
  -- transposing twice gives `U = c² U`
  have h4 : (c * c - 1) • U = 0 := by
    rw [sub_smul, one_smul, mul_smul, ← h2, ← h1, sub_self]
  have hc : (c - 1) * (c + 1) = 0 := by
    have h5 := (smul_eq_zero.mp h4).resolve_right hne
    linear_combination h5
  rcases mul_eq_zero.mp hc with hc | hc
  · have hc1 : c = 1 := by linear_combination hc
    exact Or.inl ⟨hc1, by rw [h2, hc1, one_smul]⟩
  · have hc1 : c = -1 := by linear_combination hc
    have ht : Uᵀ = -U := by rw [h2, hc1, neg_smul, one_smul]
    exact Or.inr ⟨hc1, ht, even_card_of_antisymmetric hdet ht⟩
```

The hypotheses are that there is at least one basis state (`[Nonempty n]`), that $U$ is unitary, and that $U\bar U=c\,1$. The conclusion is the pair of alternatives from the opening, with `∨` for "or" and `∧` for "and".

By hand, the previous equivalence gives $U=c\,U^T$ (`h1`), and transposing gives $U^T=c\,U$ (`h2`). Inserting the second into the first yields

$$U=c^2U,\qquad (c^2-1)\,U=0,$$

which is `h4`. Since $UU^\dagger=1$, the matrix $U$ is not zero (`hne`), so $(c-1)(c+1)=0$ (`hc`). The command `rcases` then separates the two factors:

- If $c=1$, `h2` says $U^T=U$.
- If $c=-1$, `h2` says $U^T=-U$. Unitarity also gives $\det U\,\det U^\dagger=1$, so $\det U\neq0$ (`hdet`), and the determinant argument makes $d$ even.

With no basis states at all, every matrix equation holds trivially and $c$ could be any number; this is the case that `[Nonempty n]` removes.

## A state is orthogonal to its reversed partner when T² = −1

```lean
/-- Kramers orthogonality: if `U` is unitary and time reversal squares to `-1`, every state is
orthogonal to its time-reversed partner. -/
theorem kramers_orthogonality {U : Matrix n n ℂ} (hU : U ∈ unitaryGroup n ℂ)
    (hT : ∀ ψ, timeReversal U (timeReversal U ψ) = -ψ) (ψ : n → ℂ) :
    star ψ ⬝ᵥ timeReversal U ψ = 0 := by
  have h1 : U = (-1 : ℂ) • Uᵀ := by
    apply (mul_conj_eq_iff hU (-1)).mp
    apply (timeReversal_sq_iff U (-1)).mp
    intro φ
    rw [hT, neg_smul, one_smul]
  rw [neg_smul, one_smul] at h1
  have ht : Uᵀ = -U := (neg_eq_iff_eq_neg.mpr h1).symm
  -- an antisymmetric bilinear form vanishes on the diagonal
  have h2 : star ψ ⬝ᵥ U *ᵥ star ψ = -(star ψ ⬝ᵥ U *ᵥ star ψ) := by
    calc star ψ ⬝ᵥ U *ᵥ star ψ = (star ψ ᵥ* U) ⬝ᵥ star ψ := dotProduct_mulVec _ _ _
      _ = (Uᵀ *ᵥ star ψ) ⬝ᵥ star ψ := by rw [mulVec_transpose]
      _ = -(star ψ ⬝ᵥ U *ᵥ star ψ) := by
        rw [ht, neg_mulVec, neg_dotProduct, dotProduct_comm]
  unfold timeReversal
  linear_combination (1 / 2) * h2
```

The operation `⬝ᵥ` sums products of components without conjugating, so `star ψ ⬝ᵥ timeReversal U ψ` is the usual inner product $\langle\psi|T\psi\rangle$. The hypothesis `hT` states $T^2=-1$ directly on states, and the earlier equivalences turn it into $U^T=-U$. Exchanging the names of the summation indices then gives

$$\langle\psi|T\psi\rangle=\sum_{ij}\psi_i^*U_{ij}\psi_j^*=\sum_{ij}\psi_i^*U_{ji}\psi_j^*=-\langle\psi|T\psi\rangle ,$$

so the inner product vanishes. In Lean, `h2` is this chain, with `dotProduct_mulVec` moving $U$ to the other side and `mulVec_transpose` writing it there as $U^T$.

No Hamiltonian appears in this theorem, so it gives orthogonality and not yet a degeneracy of energy levels.

## Spin one-half realises the negative sign

```lean
/-- The matrix `i σ_y` on spin one-half times the identity on a set `m` of orbitals, written in
blocks of spin up and spin down. -/
def spinFlip (m : Type*) [DecidableEq m] : Matrix (m ⊕ m) (m ⊕ m) ℂ :=
  fromBlocks 0 1 (-1) 0
```

Here `m` is a finite set of orbitals, not a magnetic quantum number. The labels `m ⊕ m` are two copies of it, one for spin up and one for spin down. In blocks,

$$U=\begin{pmatrix}0&1\\-1&0\end{pmatrix}=i\sigma_y\otimes 1 ,$$

so time reversal sends $(\psi_\uparrow,\psi_\downarrow)$ to $(\psi_\downarrow^*,-\psi_\uparrow^*)$. The orbitals are understood to be real functions, so that conjugating the amplitudes is the whole orbital part of time reversal. Some texts use $-i\sigma_y$; the overall sign does not affect $U\bar U$.

```lean
/-- For any finite set of orbitals, the spin-flip matrix `U` is unitary and satisfies
`U conj(U) = -1`. -/
theorem spinFlip_witness (m : Type*) [Fintype m] [DecidableEq m] :
    spinFlip m ∈ unitaryGroup (m ⊕ m) ℂ ∧
      spinFlip m * (spinFlip m).map star = (-1 : ℂ) • (1 : Matrix (m ⊕ m) (m ⊕ m) ℂ) := by
  have hU : spinFlip m ∈ unitaryGroup (m ⊕ m) ℂ := by
    rw [mem_unitaryGroup_iff, star_eq_conjTranspose]
    unfold spinFlip
    rw [fromBlocks_conjTranspose, fromBlocks_multiply]
    simp
  refine ⟨hU, (mul_conj_eq_iff hU (-1)).mpr ?_⟩
  -- it remains to see that the block matrix is antisymmetric
  unfold spinFlip
  rw [fromBlocks_transpose, fromBlocks_smul]
  simp

end WignerTimeReversal
```

The matrix is unitary, because

$$UU^\dagger=\begin{pmatrix}0&1\\-1&0\end{pmatrix}\begin{pmatrix}0&-1\\1&0\end{pmatrix}=1 ,$$

and it satisfies $U\bar U=-1$. The first part of the proof is this block multiplication. For the second, the equivalence with $U=c\,U^T$ at $c=-1$ leaves only the antisymmetry of $U$, which is visible in the blocks. Since the set `m` may have any finite number of orbitals, the negative sign occurs in every even dimension.

## Even degeneracy, and a matrix that is not unitary

The dichotomy leads to Kramers degeneracy by a short argument, given here without a Lean proof. Let $T^2=-1$, and let a Hermitian Hamiltonian $H$ commute with $T$. If $H\psi=E\psi$, then $HT\psi=TH\psi=E\,T\psi$, because $E$ is real. So $T$ maps the eigenspace of $E$ to itself. In an orthonormal basis $\varphi_1,\dots,\varphi_g$ of that eigenspace, write $T\varphi_b=\sum_a V_{ab}\varphi_a$. The matrix $V$ is unitary and satisfies $V\bar V=-1$, so the degeneracy $g$ is even.

Unitarity of $U$ cannot be weakened to invertibility. The real matrix

$$U=\begin{pmatrix}1&1\\0&-1\end{pmatrix}$$

is invertible and has $U\bar U=U^2=1$, so $c=1$, yet it is not symmetric. The value of $c$ is not safe either: the $1\times1$ matrix $U=(2)$ has $c=4$.

```lean
#print axioms WignerTimeReversal.timeReversal_sq_iff
-- 'WignerTimeReversal.timeReversal_sq_iff' depends on axioms: [propext, Classical.choice, Quot.sound]
#print axioms WignerTimeReversal.wigner_dichotomy
-- 'WignerTimeReversal.wigner_dichotomy' depends on axioms: [propext, Classical.choice, Quot.sound]
#print axioms WignerTimeReversal.kramers_orthogonality
-- 'WignerTimeReversal.kramers_orthogonality' depends on axioms: [propext, Classical.choice, Quot.sound]
```
